# The exponential of a two-block upper triangular matrix holds a Duhamel integral in its corner

## Does the scalar pattern survive when the entries become matrices?

Take the 2 × 2 matrix [a b; 0 c] with complex numbers a, b, c and a ≠ c (the semicolon separates rows). Its k-th power, for k ≥ 1, has a^k and c^k on the diagonal and b(a^k − c^k)/(a − c) in the corner. Summing the exponential series at time t, I find the corner entry

b(e^(ta) − e^(tc))/(a − c) = ∫₀ᵗ e^((t−s)a) b e^(sc) ds.

The integral has a clear reading: evolve with c up to time s, cross over once through b, then evolve with a for the remaining time t − s. It also makes sense for a = c, where it gives t b e^(ta).

I would expect the same for matrices A (n × n), B (n × m) and C (m × m), although A, B and C can no longer be reordered freely and the quotient loses its meaning:

exp(t[A B; 0 C]) = [exp(tA) X(t); 0 exp(tC)], X(t) = ∫₀ᵗ exp((t−s)A) B exp(sC) ds.

Can this be derived without manipulating the series, and can the derivation be made rigorous enough for a proof assistant to check?

## Yes: differentiate in the intermediate time

Let K be any constant n × m matrix, fix t, and set

F(s) = exp((t−s)A) K exp(sC).

The derivative of exp(sC) is C exp(sC). The derivative of exp((t−s)A) with respect to s is −A exp((t−s)A), which equals −exp((t−s)A) A because A commutes with its own exponential. The product rule gives

F′(s) = −exp((t−s)A) A K exp(sC) + exp((t−s)A) K C exp(sC)
= exp((t−s)A) (KC − AK) exp(sC).

At the endpoints, F(t) = K exp(tC) and F(0) = exp(tA) K. Integrating from 0 to t therefore yields

∫₀ᵗ exp((t−s)A) (KC − AK) exp(sC) ds = K exp(tC) − exp(tA) K. (1)

If KC = AK, the left side vanishes and

K exp(tC) = exp(tA) K. (2)

Now write M = [A B; 0 C] and introduce two rectangular projections: P = [0 1], which picks out the lower block row, and K = [1 0], which picks out the upper one. Block multiplication gives

PM = [0 C] = CP,
KM − AK = [A B] − [A 0] = [0 B] = BP.

The first relation says that the lower block evolves on its own. By (2), applied to the generators C and M,

P exp(tM) = exp(tC) P = [0 exp(tC)],

which is the lower block row of exp(tM). The second relation goes into (1), applied to the generators A and M:

K exp(tM) − exp(tA) K = ∫₀ᵗ exp((t−s)A) B P exp(sM) ds.

Since P exp(sM) = exp(sC) P, the right side is X(t) P = [0 X(t)]. Adding exp(tA) K = [exp(tA) 0] gives the upper block row [exp(tA) X(t)], and the formula is complete.

Two consequences follow. The upper right block of the equation (d/dt) exp(tM) = M exp(tM) reads

X′(t) = A X(t) + B exp(tC), X(0) = 0,

so X solves a linear equation driven by the evolution under C. Setting K = 1 and C = A + V in (1), with V an n × n matrix, gives

exp(t(A+V)) = exp(tA) + ∫₀ᵗ exp((t−s)A) V exp(s(A+V)) ds.

## A particle under constant acceleration, in numbers

Let A = [0 1; 0 0] act on the column (position, velocity), let C be the 1 × 1 zero matrix, and let B be the column (0, 1), a unit acceleration. Then

M = [0 1 0; 0 0 1; 0 0 0], M² = [0 0 1; 0 0 0; 0 0 0], M³ = 0.

At t = 2 the series stops after three terms:

exp(2M) = 1 + 2M + 2M² = [1 2 2; 0 1 2; 0 0 1].

The upper right block is the column (2, 2). For the integral, exp((2−s)A) B is the column (2−s, 1), and integrating it from 0 to 2 gives (2, 2) as well: the displacement and the velocity after two time units, starting from rest at the origin.

## The Lean file

```lean
import Mathlib

open Matrix
open NormedSpace (exp)

namespace VanLoanBlockFormula

noncomputable section

variable {n m : Type*} [Fintype n] [DecidableEq n] [Fintype m] [DecidableEq m]

/-- The Duhamel integral `∫₀ᵗ exp((t-s)A) B exp(sC) ds`, taken entry by entry. -/
def duhamel (A : Matrix n n ℂ) (B : Matrix n m ℂ) (C : Matrix m m ℂ) (t : ℝ) :
    Matrix n m ℂ :=
  Matrix.of fun i j => ∫ s in (0 : ℝ)..t, (exp ((t - s) • A) * B * exp (s • C)) i j

/-- Each entry of the propagator `exp(tA)` obeys the linear evolution equation
with generator `A`. -/
theorem hasDerivAt_exp_entry (A : Matrix n n ℂ) (i j : n) (t : ℝ) :
    HasDerivAt (fun s : ℝ => exp (s • A) i j) ((A * exp (t • A)) i j) t := by
  -- any algebra norm will do; it is used only inside this proof
  let : NormedRing (Matrix n n ℂ) := Matrix.linftyOpNormedRing
  let : NormedAlgebra ℝ (Matrix n n ℂ) := Matrix.linftyOpNormedAlgebra
  have h : HasDerivAt (fun s : ℝ => exp (s • A)) (A * exp (t • A)) t := by
    exact hasDerivAt_exp_smul_const' A t
  exact (LinearMap.toContinuousLinearMap
    (Matrix.entryLinearMap ℝ ℂ i j)).hasFDerivAt.comp_hasDerivAt t h

/-- The product rule for the entries of a product of time-dependent rectangular matrices. -/
theorem hasDerivAt_mul_entry {a b c : Type*} [Fintype b]
    {F : ℝ → Matrix a b ℂ} {G : ℝ → Matrix b c ℂ} {F' : Matrix a b ℂ} {G' : Matrix b c ℂ}
    {s : ℝ} (hF : ∀ i j, HasDerivAt (fun r => F r i j) (F' i j) s)
    (hG : ∀ i j, HasDerivAt (fun r => G r i j) (G' i j) s) (i : a) (k : c) :
    HasDerivAt (fun r => (F r * G r) i k) ((F' * G s + F s * G') i k) s := by
  have h := HasDerivAt.fun_sum (u := Finset.univ)
    (fun j _ => (hF i j).fun_mul (hG j k))
  simpa only [Matrix.mul_apply, Matrix.add_apply, Finset.sum_add_distrib] using h

/-- Moving the intermediate time `s` in `exp((t-s)A) K exp(sC)` produces the mismatch
`KC - AK` between the two generators. -/
theorem hasDerivAt_sandwich (A : Matrix n n ℂ) (C : Matrix m m ℂ) (K : Matrix n m ℂ)
    (t s : ℝ) (i : n) (j : m) :
    HasDerivAt (fun r : ℝ => (exp ((t - r) • A) * K * exp (r • C)) i j)
      ((exp ((t - s) • A) * (K * C - A * K) * exp (s • C)) i j) s := by
  have hc : A * exp ((t - s) • A) = exp ((t - s) • A) * A :=
    ((Commute.refl A).smul_right (t - s)).exp_right.eq
  have hL : ∀ i j, HasDerivAt (fun r : ℝ => exp ((t - r) • A) i j)
      ((-(exp ((t - s) • A) * A)) i j) s := by
    intro i j
    have h := (hasDerivAt_exp_entry A i j (t - s)).scomp s ((hasDerivAt_id' s).const_sub t)
    refine h.congr_deriv ?_
    rw [hc]
    simp
  have hK : ∀ i j, HasDerivAt (fun _ : ℝ => K i j) ((0 : Matrix n m ℂ) i j) s :=
    fun i j => hasDerivAt_const s (K i j)
  have e : (-(exp ((t - s) • A) * A) * K
        + exp ((t - s) • A) * (0 : Matrix n m ℂ)) * exp (s • C)
      + exp ((t - s) • A) * K * (C * exp (s • C))
      = exp ((t - s) • A) * (K * C - A * K) * exp (s • C) := by
    simp only [Matrix.mul_sub, Matrix.sub_mul, Matrix.neg_mul, Matrix.mul_zero, add_zero,
      Matrix.mul_assoc]
    abel
  rw [← e]
  exact hasDerivAt_mul_entry (F := fun r : ℝ => exp ((t - r) • A) * K)
    (G := fun r : ℝ => exp (r • C))
    (hasDerivAt_mul_entry (F := fun r : ℝ => exp ((t - r) • A)) (G := fun _ => K) hL hK)
    (fun i j => hasDerivAt_exp_entry C i j s) i j

/-- If the coupling has the Sylvester form `KC - AK`, the Duhamel integral is
`K exp(tC) - exp(tA) K`. -/
theorem duhamel_sylvester (A : Matrix n n ℂ) (C : Matrix m m ℂ) (K : Matrix n m ℂ) (t : ℝ) :
    duhamel A (K * C - A * K) C t = K * exp (t • C) - exp (t • A) * K := by
  ext i j
  -- the integrand is differentiable in `s`, hence continuous and integrable
  have hcont : Continuous fun s : ℝ =>
      (exp ((t - s) • A) * (K * C - A * K) * exp (s • C)) i j :=
    continuous_iff_continuousAt.2 fun s =>
      (hasDerivAt_sandwich A C (K * C - A * K) t s i j).continuousAt
  have h := intervalIntegral.integral_eq_sub_of_hasDerivAt (a := 0) (b := t)
    (fun s _ => hasDerivAt_sandwich A C K t s i j) (hcont.intervalIntegrable _ _)
  simp only [duhamel, Matrix.of_apply]
  rw [h]
  simp

/-- A rectangular matrix that intertwines two generators intertwines their propagators. -/
theorem exp_intertwine (A : Matrix n n ℂ) (C : Matrix m m ℂ) (K : Matrix n m ℂ)
    (h : K * C = A * K) (t : ℝ) : K * exp (t • C) = exp (t • A) * K := by
  have h1 := duhamel_sylvester A C K t
  have h0 : duhamel A 0 C t = 0 := by
    ext i j
    simp [duhamel]
  rw [h, sub_self, h0] at h1
  exact sub_eq_zero.1 h1.symm

/-- Van Loan's block formula: the exponential of a block upper triangular generator has the
two propagators on its diagonal and the Duhamel integral in its upper right block. -/
theorem van_loan (A : Matrix n n ℂ) (B : Matrix n m ℂ) (C : Matrix m m ℂ) (t : ℝ) :
    exp (t • fromBlocks A B 0 C)
      = fromBlocks (exp (t • A)) (duhamel A B C t) 0 (exp (t • C)) := by
  obtain ⟨M, hM⟩ : ∃ M : Matrix (n ⊕ m) (n ⊕ m) ℂ, M = fromBlocks A B 0 C := ⟨_, rfl⟩
  -- the projections onto the second and the first block
  obtain ⟨P, hP⟩ : ∃ P : Matrix m (n ⊕ m) ℂ, P = fromCols 0 1 := ⟨_, rfl⟩
  obtain ⟨K, hK⟩ : ∃ K : Matrix n (n ⊕ m) ℂ, K = fromCols 1 0 := ⟨_, rfl⟩
  have hnP : ∀ X : Matrix n m ℂ, X * P = fromCols 0 X := by
    intro X
    ext i (j | j) <;> simp [hP, Matrix.mul_apply, Matrix.one_apply]
  have hmP : ∀ X : Matrix m m ℂ, X * P = fromCols 0 X := by
    intro X
    ext i (j | j) <;> simp [hP, Matrix.mul_apply, Matrix.one_apply]
  have hnK : ∀ X : Matrix n n ℂ, X * K = fromCols X 0 := by
    intro X
    ext i (j | j) <;> simp [hK, Matrix.mul_apply, Matrix.one_apply]
  have hPE : ∀ (E : Matrix (n ⊕ m) (n ⊕ m) ℂ) i q, (P * E) i q = E (Sum.inr i) q := by
    intro E i q
    simp [hP, Matrix.mul_apply, Matrix.one_apply, Fintype.sum_sum_type]
  have hKE : ∀ (E : Matrix (n ⊕ m) (n ⊕ m) ℂ) i q, (K * E) i q = E (Sum.inl i) q := by
    intro E i q
    simp [hK, Matrix.mul_apply, Matrix.one_apply, Fintype.sum_sum_type]
  -- the second block evolves on its own
  have hPM : P * M = C * P := by
    rw [hmP]
    ext i (j | j) <;> rw [hPE] <;> simp [hM]
  have hPe : ∀ s : ℝ, P * exp (s • M) = exp (s • C) * P := exp_intertwine C M P hPM
  -- the first block is driven by the second through `B`
  have hKM : K * M - A * K = B * P := by
    rw [hnP, hnK]
    ext i (j | j) <;> rw [Matrix.sub_apply, hKE] <;> simp [hM]
  have hint : ∀ s : ℝ, exp ((t - s) • A) * (B * P) * exp (s • M)
      = exp ((t - s) • A) * B * exp (s • C) * P := by
    intro s
    rw [Matrix.mul_assoc, Matrix.mul_assoc B, hPe]
    simp only [Matrix.mul_assoc]
  have hD' : duhamel A (B * P) M t = fromCols 0 (duhamel A B C t) := by
    ext i (j | j) <;> simp only [duhamel, Matrix.of_apply, hint] <;> simp [hnP]
  have hU := duhamel_sylvester A M K t
  rw [hKM, hD', hnK] at hU
  have hL := hPe t
  rw [hmP] at hL
  rw [← hM]
  -- read off the four blocks
  ext (i | i) (j | j)
  · have h := congrFun (congrFun hU i) (Sum.inl j)
    simp only [Matrix.sub_apply, hKE, fromCols_apply_inl, Matrix.zero_apply] at h
    rw [fromBlocks_apply₁₁]
    linear_combination -h
  · have h := congrFun (congrFun hU i) (Sum.inr j)
    simp only [Matrix.sub_apply, hKE, fromCols_apply_inr, Matrix.zero_apply] at h
    rw [fromBlocks_apply₁₂]
    linear_combination -h
  · have h := congrFun (congrFun hL i) (Sum.inl j)
    rw [hPE, fromCols_apply_inl] at h
    rw [fromBlocks_apply₂₁]
    exact h
  · have h := congrFun (congrFun hL i) (Sum.inr j)
    rw [hPE, fromCols_apply_inr] at h
    rw [fromBlocks_apply₂₂]
    exact h

/-- The Duhamel integral `X(t)` starts from zero and solves the driven evolution equation
`X' = A X + B exp(tC)`. -/
theorem duhamel_driven (A : Matrix n n ℂ) (B : Matrix n m ℂ) (C : Matrix m m ℂ) :
    duhamel A B C 0 = 0 ∧ ∀ (t : ℝ) (i : n) (j : m),
      HasDerivAt (fun s => duhamel A B C s i j)
        ((A * duhamel A B C t + B * exp (t • C)) i j) t := by
  constructor
  · ext i j
    simp [duhamel]
  · intro t i j
    -- this is one entry of the evolution equation for the block propagator
    have h := hasDerivAt_exp_entry (fromBlocks A B 0 C) (Sum.inl i) (Sum.inr j) t
    simp only [van_loan, fromBlocks_multiply, fromBlocks_apply₁₂] at h
    exact h

/-- The propagator of a perturbed generator `A + V` is the unperturbed one plus the integral
`∫₀ᵗ exp((t-s)A) V exp(s(A+V)) ds`. -/
theorem exp_perturbation (A V : Matrix n n ℂ) (t : ℝ) :
    exp (t • (A + V)) = exp (t • A) + duhamel A V (A + V) t := by
  have h := duhamel_sylvester A (A + V) 1 t
  rw [Matrix.one_mul, Matrix.mul_one, add_sub_cancel_left, Matrix.one_mul,
    Matrix.mul_one] at h
  rw [h]
  abel

end

end VanLoanBlockFormula
```

```lean
#print axioms VanLoanBlockFormula.van_loan
#print axioms VanLoanBlockFormula.duhamel_driven
#print axioms VanLoanBlockFormula.exp_perturbation
```

```
'VanLoanBlockFormula.van_loan' depends on axioms: [propext, Classical.choice, Quot.sound]
'VanLoanBlockFormula.duhamel_driven' depends on axioms: [propext, Classical.choice, Quot.sound]
'VanLoanBlockFormula.exp_perturbation' depends on axioms: [propext, Classical.choice, Quot.sound]
```

## What `van_loan` says

The types `n` and `m` label the basis states of the two blocks. They are arbitrary finite types, so the dimensions are unrestricted as long as they are finite. The full matrix is `fromBlocks A B 0 C`, with rows and columns labelled by the disjoint union `n ⊕ m`; `Sum.inl` marks an index of the first block and `Sum.inr` one of the second. The theorem states that, for every real `t`, the exponential of `t` times this matrix equals the block matrix with entries `exp (t • A)`, `duhamel A B C t`, `0` and `exp (t • C)`.

The function `exp` is Mathlib's exponential, defined by the power series. The definition `duhamel` integrates each matrix entry separately over the interval from 0 to t. For negative t the integral is oriented, so the formula also covers backward evolution.

The convention is that the generator itself stands in the exponent. For a quantum system with Hamiltonian H one sets A = −iH/ħ. No matrix is assumed Hermitian, anti-Hermitian, diagonalisable or invertible, and A and C may share eigenvalues, so damped and non-Hermitian models are included.

The theorem `duhamel_driven` states the initial value and the driven equation, again entry by entry. The theorem `exp_perturbation` is the identity for A + V.

The generators are constant in time. Time-dependent Hamiltonians, which in general need time ordering, and operators on infinite-dimensional spaces are not treated. Neither is the explicit block-by-block formula for three or more diagonal blocks, which contains nested integrals, nor the rounding error of a numerical matrix exponential.

For a finite quantum model with a time-independent Hamiltonian, the formula turns an integral of the form X(t), with constant A, B and C, into a block of one larger matrix exponential, with no quadrature over s. Choosing C = A and B = V gives the first-order term of the Dyson series for A + V; the series itself, obtained by iterating the perturbation identity, is not among the theorems.

## How the proof follows the derivation

`hasDerivAt_exp_entry` supplies the derivative of the propagator. Mathlib's differentiation theorem for the exponential needs a normed algebra, so the proof chooses a matrix norm locally and then passes to a single entry, which is a continuous linear function of the matrix. The norm does not appear in the statement.

`hasDerivAt_mul_entry` is the product rule for rectangular matrices. An entry of a product is a finite sum of products of numbers, so the ordinary rule applies term by term.

`hasDerivAt_sandwich` computes F′(s). Inside it, `hc` says that A commutes with its exponential, and `hL` uses the chain rule to produce the minus sign from t − s. The equation `e` collects the two terms into the mismatch `K * C - A * K`. The product rule is then used twice, with K as a constant factor.

`duhamel_sylvester` is equation (1). Its proof first shows that the integrand is continuous: the integrand has the same sandwich form with KC − AK in the middle, so the previous lemma makes it differentiable. This secures integrability, and the fundamental theorem of calculus, `integral_eq_sub_of_hasDerivAt`, gives the difference of the endpoint values. The last `simp` evaluates the exponentials at time zero.

`exp_intertwine` is equation (2), obtained by putting zero for the mismatch.

In `van_loan`, the names `M`, `P` and `K` have the same meaning as in the derivation. The auxiliary facts `hnP`, `hmP`, `hnK`, `hPE` and `hKE` describe what multiplication by the projections does. The physical content is in the following steps:

- `hPM` is PM = CP, and `hPe` is the resulting independent evolution of the lower block.
- `hKM` is KM − AK = BP, the driving of the upper block by the lower one.
- `hint` replaces P exp(sM) by exp(sC) P under the integral, and `hD'` identifies the integrated result as [0 X(t)].
- `hU` and `hL` are the equations for the upper and lower block rows.

The final `ext` splits the matrix equality into its four blocks. The upper two are read from `hU`, where `linear_combination` moves the term exp(tA) K to the other side, and the lower two are read from `hL`.

`duhamel_driven` takes the upper right entry of the evolution equation for the whole block matrix and rewrites it with `van_loan`, so it does not have to differentiate an integral whose limit and integrand both depend on t. `exp_perturbation` applies `duhamel_sylvester` with K equal to the identity, for which the mismatch (A + V) − A is V.
